# The RPA head of a model Drude metal diverges at zero wavenumber

Conduction electrons in a metal screen a static field of long wavelength almost completely. In the random-phase approximation (RPA) for the correlation energy, the density response of the electrons enters through an integral over imaginary frequency $u$, and a wavenumber mesh that contains $q=0$ asks for that integral exactly where screening is strongest. Does it exist there?

```lean
import Mathlib

open MeasureTheory Set Filter Topology
open scoped Real

namespace DrudeHead

noncomputable section
```

Let $x$ be the independent-particle density response times the Coulomb interaction, with the sign reversed so that $x\ge0$. Model this response by
$$x=\frac{p^2}{u^2+v^2q^2}.$$
Here $p$ is the plasma frequency, set by carrier density and mass, and $v$ is a carrier velocity scale, which keeps the static response finite for $q>0$.

```lean
/-- The response `x = p² / (u² + v² q²)` at imaginary frequency `u` and wavenumber `q`, with
plasma frequency `p` and velocity `v`; its domain is `u² + v² q² ≠ 0`. -/
def response (p v q u : ℝ) : ℝ := p ^ 2 / (u ^ 2 + v ^ 2 * q ^ 2)
```

The head, the long-wavelength diagonal element of the response matrix, contributes $f_q(u)=\ln(1+x)-x$.

```lean
/-- The random-phase integrand `ln (1 + x) - x` of the head, for `u² + v² q² ≠ 0`. -/
def headIntegrand (p v q u : ℝ) : ℝ :=
  Real.log (1 + response p v q u) - response p v q u
```

Its frequency integral, also called the head below and written without the energy prefactor, is $J(q)=\int_0^\infty f_q(u)\,du$. Lean assigns the value 0 to the integral of a non-integrable function, so integrability is stated separately below.

```lean
/-- The head `J(q)`: the integral of `ln (1 + x) - x` over the imaginary frequencies `u > 0`,
for `v q ≠ 0`. -/
def head (p v q : ℝ) : ℝ := ∫ u in Ioi (0 : ℝ), headIntegrand p v q u
```

For $a,b>0$, the problems use the function
$$F(u)=u\ln\frac{u^2+b^2}{u^2+a^2}+2b\arctan\frac ub-\frac{a^2+b^2}{a}\arctan\frac ua .$$

```lean
/-- A primitive in `u` of the head integrand, written with `a = v q` and
`b = √(p² + v² q²)`, for nonzero `a` and `b`. -/
def primitive (a b u : ℝ) : ℝ :=
  u * (Real.log (u ^ 2 + b ^ 2) - Real.log (u ^ 2 + a ^ 2))
    + 2 * b * Real.arctan (u / b) - (a ^ 2 + b ^ 2) / a * Real.arctan (u / a)
```

## (a) Differentiating $F$

Show that, for $a,b>0$ and every real $u$,
$$F'(u)=\ln(u^2+b^2)-\ln(u^2+a^2)-\frac{b^2-a^2}{u^2+a^2}.$$

**Solution.** The product rule gives the logarithms plus rational terms. Together with the arctangent derivatives, these are
$$\frac{2u^2+2b^2}{u^2+b^2}-\frac{2u^2+a^2+b^2}{u^2+a^2}
=2-\left(2+\frac{b^2-a^2}{u^2+a^2}\right).$$

In the code, `hl` and `ht` differentiate the logarithm and arctangent, and `key` is this cancellation.

```lean
/-- For positive `a` and `b`, the primitive has derivative
`ln (u² + b²) - ln (u² + a²) - (b² - a²) / (u² + a²)`. -/
theorem hasDerivAt_primitive {a b : ℝ} (ha : 0 < a) (hb : 0 < b) (u : ℝ) :
    HasDerivAt (primitive a b)
      (Real.log (u ^ 2 + b ^ 2) - Real.log (u ^ 2 + a ^ 2)
        - (b ^ 2 - a ^ 2) / (u ^ 2 + a ^ 2)) u := by
  have hl : ∀ c : ℝ, 0 < c →
      HasDerivAt (fun u : ℝ => Real.log (u ^ 2 + c ^ 2)) (2 * u / (u ^ 2 + c ^ 2)) u := by
    intro c hc
    have hne : u ^ 2 + c ^ 2 ≠ 0 := by positivity
    exact (((hasDerivAt_pow 2 u).add_const (c ^ 2)).log hne).congr_deriv (by norm_num)
  have ht : ∀ c : ℝ, 0 < c →
      HasDerivAt (fun u : ℝ => Real.arctan (u / c)) (c / (u ^ 2 + c ^ 2)) u := by
    intro c hc
    refine (((hasDerivAt_id' u).div_const c).arctan).congr_deriv ?_
    have hw : u / c * c = u := div_mul_cancel₀ u hc.ne'
    rw [div_mul_div_comm, div_eq_div_iff (by positivity) (by positivity)]
    linear_combination -(u / c * c + u) * hw
  have h := (((hasDerivAt_id' u).fun_mul ((hl b hb).fun_sub (hl a ha))).fun_add
    ((ht b hb).const_mul (2 * b))).fun_sub ((ht a ha).const_mul ((a ^ 2 + b ^ 2) / a))
  -- the rational terms combine to the subtracted first-order term
  have key : u * (2 * u / (u ^ 2 + b ^ 2) - 2 * u / (u ^ 2 + a ^ 2))
      + 2 * b * (b / (u ^ 2 + b ^ 2)) - (a ^ 2 + b ^ 2) / a * (a / (u ^ 2 + a ^ 2))
      = -((b ^ 2 - a ^ 2) / (u ^ 2 + a ^ 2)) := by
    field_simp
    ring
  exact h.congr_deriv (by linear_combination key)
```

## (b) The limit at large frequency

For $0<a\le b$, show that
$$\lim_{u\to\infty}F(u)=\pi b-\frac{\pi(a^2+b^2)}{2a}.$$

**Solution.** Both arctangents tend to $\pi/2$. Since $\ln y\le y-1$, for $u>0$
$$0\le u\ln\frac{u^2+b^2}{u^2+a^2}\le\frac{u(b^2-a^2)}{u^2+a^2}\le\frac{b^2-a^2}{u},$$
so the logarithmic term vanishes. This squeeze is `h0`.

```lean
/-- For `0 < a ≤ b`, the primitive tends to `π b - π (a² + b²) / (2 a)` at large frequency. -/
theorem tendsto_primitive {a b : ℝ} (ha : 0 < a) (hab : a ≤ b) :
    Tendsto (primitive a b) atTop (𝓝 (π * b - π * (a ^ 2 + b ^ 2) / (2 * a))) := by
  have hb : 0 < b := ha.trans_le hab
  have hsq : a ^ 2 ≤ b ^ 2 := by nlinarith
  have ht : ∀ c : ℝ, 0 < c →
      Tendsto (fun u : ℝ => Real.arctan (u / c)) atTop (𝓝 (π / 2)) := fun c hc =>
    (Real.tendsto_arctan_atTop.mono_right nhdsWithin_le_nhds).comp
      (tendsto_id.atTop_div_const hc)
  -- the logarithmic term is squeezed between 0 and (b² - a²) / u
  have h0 : Tendsto (fun u : ℝ => u * (Real.log (u ^ 2 + b ^ 2) - Real.log (u ^ 2 + a ^ 2)))
      atTop (𝓝 0) := by
    have hz : Tendsto (fun u : ℝ => (b ^ 2 - a ^ 2) / u) atTop (𝓝 0) :=
      tendsto_const_nhds.div_atTop tendsto_id
    refine tendsto_of_tendsto_of_tendsto_of_le_of_le' tendsto_const_nhds hz ?_ ?_
    · filter_upwards [eventually_gt_atTop 0] with u hu
      have := Real.log_le_log (show 0 < u ^ 2 + a ^ 2 by positivity)
        (show u ^ 2 + a ^ 2 ≤ u ^ 2 + b ^ 2 by linarith)
      exact mul_nonneg hu.le (by linarith)
    · filter_upwards [eventually_gt_atTop 0] with u hu
      have hA : 0 < u ^ 2 + a ^ 2 := by positivity
      have hB : 0 < u ^ 2 + b ^ 2 := by positivity
      have h1 := Real.log_le_sub_one_of_pos (div_pos hB hA)
      rw [Real.log_div hB.ne' hA.ne'] at h1
      have h2 : (u ^ 2 + b ^ 2) / (u ^ 2 + a ^ 2) - 1 ≤ (b ^ 2 - a ^ 2) / u ^ 2 := by
        rw [div_sub_one hA.ne', div_le_div_iff₀ hA (by positivity)]
        nlinarith [mul_nonneg (sub_nonneg.2 hsq) (sq_nonneg a)]
      calc _ ≤ u * ((b ^ 2 - a ^ 2) / u ^ 2) :=
            mul_le_mul_of_nonneg_left (h1.trans h2) hu.le
        _ = (b ^ 2 - a ^ 2) / u := by field_simp
  have h := (h0.add ((ht b hb).const_mul (2 * b))).sub
    ((ht a ha).const_mul ((a ^ 2 + b ^ 2) / a))
  have hval : 0 + 2 * b * (π / 2) - (a ^ 2 + b ^ 2) / a * (π / 2)
      = π * b - π * (a ^ 2 + b ^ 2) / (2 * a) := by
    rw [div_mul_div_comm, mul_comm a 2]
    ring
  rw [hval] at h
  exact h
```

## (c) The head at nonzero wavenumber

For $v,q>0$ and any real $p$, show that $f_q$ is integrable over $u>0$ and
$$J(q)=\pi\left(\sqrt{p^2+v^2q^2}-vq\right)-\frac{\pi p^2}{2vq}.$$

**Solution.** Put $a=vq$ and $b=\sqrt{p^2+a^2}$. Then $b^2-a^2=p^2$ and $1+x=(u^2+b^2)/(u^2+a^2)$, so (a) gives $F'=f_q$. Because $\ln(1+x)\le x$, $f_q\le0$, and
$$\int_0^R|f_q|\,du=F(0)-F(R)=-F(R),$$
which stays bounded by (b). Hence $f_q$ is integrable and
$$J(q)=\lim_{R\to\infty}F(R)=\pi b-\frac{\pi(2a^2+p^2)}{2a}=\pi(b-a)-\frac{\pi p^2}{2a}.$$

Here `hd` identifies the derivative, `hneg` fixes the sign, and `hint` is integrability, written `IntegrableOn … (Ioi 0)`.

```lean
/-- For `v, q > 0` the head integrand is integrable and
`J(q) = π (√(p² + v² q²) - v q) - π p² / (2 v q)`. -/
theorem head_closed_form (p : ℝ) {v q : ℝ} (hv : 0 < v) (hq : 0 < q) :
    IntegrableOn (headIntegrand p v q) (Ioi 0) ∧
      head p v q = π * (√(p ^ 2 + (v * q) ^ 2) - v * q) - π * p ^ 2 / (2 * (v * q)) := by
  have ha : 0 < v * q := mul_pos hv hq
  have hb2 : √(p ^ 2 + (v * q) ^ 2) ^ 2 = p ^ 2 + (v * q) ^ 2 := Real.sq_sqrt (by positivity)
  have hab : v * q ≤ √(p ^ 2 + (v * q) ^ 2) := Real.le_sqrt_of_sq_le (by nlinarith [sq_nonneg p])
  set a := v * q with hadef
  set b := √(p ^ 2 + a ^ 2)
  have hd : ∀ u ∈ Ici (0 : ℝ), HasDerivAt (primitive a b) (headIntegrand p v q u) u := by
    intro u _
    refine (hasDerivAt_primitive ha (ha.trans_le hab) u).congr_deriv ?_
    have hA : 0 < u ^ 2 + a ^ 2 := by positivity
    have hB : 0 < u ^ 2 + b ^ 2 := by rw [hb2]; positivity
    have hr : response p v q u = (b ^ 2 - a ^ 2) / (u ^ 2 + a ^ 2) := by
      rw [response, hb2, hadef]
      ring
    have h1 : 1 + (b ^ 2 - a ^ 2) / (u ^ 2 + a ^ 2) = (u ^ 2 + b ^ 2) / (u ^ 2 + a ^ 2) := by
      rw [eq_div_iff hA.ne', add_mul, div_mul_cancel₀ _ hA.ne']
      ring
    rw [headIntegrand, hr, h1, Real.log_div hB.ne' hA.ne']
  -- ln (1 + x) ≤ x gives the integrand a definite sign
  have hneg : ∀ u ∈ Ioi (0 : ℝ), headIntegrand p v q u ≤ 0 := by
    intro u _
    have hx : 0 ≤ response p v q u := by unfold response; positivity
    have := Real.log_le_sub_one_of_pos (show 0 < 1 + response p v q u by linarith)
    unfold headIntegrand
    linarith
  have hlim := tendsto_primitive ha hab
  have hint := integrableOn_Ioi_deriv_of_nonpos' hd hneg hlim
  refine ⟨hint, ?_⟩
  rw [head, integral_Ioi_of_hasDerivAt_of_tendsto' hd hint hlim, hb2]
  have h0 : primitive a b 0 = 0 := by simp [primitive]
  rw [h0]
  field_simp
  ring
```

## (d) The head at zero wavenumber

For $p\ne0$ and any real $v$, show that $f_0(u)=\ln(1+p^2/u^2)-p^2/u^2$ is not integrable over $u>0$.

**Solution.** Applying $\ln y\le y-1$ to $y=(1+x)/2$ and to $y=2$ gives $\ln(1+x)\le(1+x)/2$. Therefore $f_0\le(1-x)/2$, or
$$\frac{p^2}{u^2}\le1-2f_0(u).$$
If $f_0$ were integrable, $u^{-2}$ would be integrable on $(0,1)$. But $\int_\varepsilon^1u^{-2}du=1/\varepsilon-1\to\infty$ as $\varepsilon\to0^+$.

The comparison is `h3`; `h4` contradicts it through the integrability criterion for powers.

```lean
/-- At `q = 0` and for `p ≠ 0`, the head integrand is not integrable over `u > 0`. -/
theorem not_integrable_at_zero {p : ℝ} (v : ℝ) (hp : p ≠ 0) :
    ¬ IntegrableOn (headIntegrand p v 0) (Ioi 0) := by
  intro h
  have h1 : IntegrableOn (headIntegrand p v 0) (Ioo 0 1) := h.mono_set Ioo_subset_Ioi_self
  have hc : IntegrableOn (fun _ : ℝ => (1 : ℝ)) (Ioo 0 1) :=
    continuous_const.integrableOn_Ioc.mono_set Ioo_subset_Ioc_self
  have h2 : IntegrableOn (fun u => 1 - 2 * headIntegrand p v 0 u) (Ioo 0 1) :=
    Integrable.sub hc (Integrable.const_mul h1 2)
  -- integrability of the head integrand would force integrability of 1 / u² near zero
  have h3 : IntegrableOn (fun u : ℝ => u ^ (-2 : ℝ)) (Ioo 0 1) := by
    refine Integrable.mono' (Integrable.const_mul h2 (p ^ 2)⁻¹)
      (measurable_id.pow_const (-2 : ℝ)).aestronglyMeasurable
      ((ae_restrict_iff' measurableSet_Ioo).2 (Eventually.of_forall fun u hu => ?_))
    have hu0 : 0 < u := hu.1
    show ‖u ^ (-2 : ℝ)‖ ≤ (p ^ 2)⁻¹ * (1 - 2 * headIntegrand p v 0 u)
    rw [Real.rpow_neg hu0.le, Real.rpow_two, Real.norm_of_nonneg (by positivity)]
    have hx : 0 ≤ p ^ 2 / u ^ 2 := by positivity
    have hf : headIntegrand p v 0 u = Real.log (1 + p ^ 2 / u ^ 2) - p ^ 2 / u ^ 2 := by
      simp [headIntegrand, response]
    have l1 := Real.log_le_sub_one_of_pos (show 0 < (1 + p ^ 2 / u ^ 2) / 2 by positivity)
    rw [Real.log_div (by positivity) two_ne_zero] at l1
    have l2 := Real.log_le_sub_one_of_pos (show (0 : ℝ) < 2 by norm_num)
    have hb : p ^ 2 / u ^ 2 ≤ 1 - 2 * headIntegrand p v 0 u := by rw [hf]; linarith
    calc (u ^ 2)⁻¹ = (p ^ 2)⁻¹ * (p ^ 2 / u ^ 2) := by field_simp
      _ ≤ _ := mul_le_mul_of_nonneg_left hb (by positivity)
  have h4 := (intervalIntegral.integrableOn_Ioo_rpow_iff one_pos).1 h3
  norm_num at h4
```

## (e) The rate of divergence

For $p,v>0$, combine (c) and (d) with the limit
$$\lim_{q\to0^+}qJ(q)=-\frac{\pi p^2}{2v}.$$

**Solution.** Multiplying (c) by $q$ gives
$$qJ(q)=\pi q\left(\sqrt{p^2+v^2q^2}-vq\right)-\frac{\pi p^2}{2v},$$
whose first term vanishes. Lean takes the limit of this continuous expression (`hc`) and transfers it to $q>0$; `𝓝[>] 0` means approach from above.

```lean
/-- For `p, v > 0` the head integrand is integrable at every `q > 0`, with
`q J(q) → -π p² / (2 v)` as `q → 0+`, whereas at `q = 0` it is not integrable. -/
theorem metallic_head {p v : ℝ} (hp : 0 < p) (hv : 0 < v) :
    (∀ q, 0 < q → IntegrableOn (headIntegrand p v q) (Ioi 0)) ∧
      Tendsto (fun q => q * head p v q) (𝓝[>] 0) (𝓝 (-π * p ^ 2 / (2 * v))) ∧
      ¬ IntegrableOn (headIntegrand p v 0) (Ioi 0) := by
  refine ⟨fun q hq => (head_closed_form p hv hq).1, ?_, not_integrable_at_zero v hp.ne'⟩
  have hc : Continuous (fun q : ℝ =>
      q * (π * (√(p ^ 2 + (v * q) ^ 2) - v * q)) + -π * p ^ 2 / (2 * v)) := by fun_prop
  have h := (hc.tendsto 0).mono_left (nhdsWithin_le_nhds (s := Ioi 0))
  rw [zero_mul, zero_add] at h
  refine h.congr' ?_
  filter_upwards [self_mem_nhdsWithin] with q hq
  have hq0 : 0 < q := hq
  rw [(head_closed_form p hv hq0).2]
  field_simp
  ring
```

## (f) The finite remainder

For $p,v>0$, show that
$$\lim_{q\to0^+}\left[J(q)+\frac{\pi p^2}{2vq}\right]=\pi p.$$

**Solution.** By (c), the bracket is $\pi(\sqrt{p^2+v^2q^2}-vq)$, which tends to $\pi\sqrt{p^2}=\pi p$. The code again uses continuity.

```lean
/-- For `p, v > 0`, the head with its `1/q` term removed, `J(q) + π p² / (2 v q)`, tends to
`π p` as `q → 0+`. -/
theorem head_finite_part {p v : ℝ} (hp : 0 < p) (hv : 0 < v) :
    Tendsto (fun q => head p v q + π * p ^ 2 / (2 * (v * q))) (𝓝[>] 0) (𝓝 (π * p)) := by
  have hc : Continuous (fun q : ℝ => π * (√(p ^ 2 + (v * q) ^ 2) - v * q)) := by fun_prop
  have h := (hc.tendsto 0).mono_left (nhdsWithin_le_nhds (s := Ioi 0))
  have hval : π * (√(p ^ 2 + (v * 0) ^ 2) - v * 0) = π * p := by
    simp [Real.sqrt_sq hp.le]
  rw [hval] at h
  refine h.congr' ?_
  filter_upwards [self_mem_nhdsWithin] with q hq
  rw [(head_closed_form p hv hq).2]
  ring
```

## (g) Integrating over wavenumber

For $v>0$ and any real $p$ and $Q$, show that $q^2J(q)$ is integrable over $0<q\le Q$, where $q^2$ is the radial weight in three dimensions.

**Solution.** By (c),
$$q^2J(q)=\pi q^2\left(\sqrt{p^2+v^2q^2}-vq\right)-\frac{\pi p^2}{2v}q .$$
The right side is continuous on all of $\mathbb R$, hence integrable on the bounded interval; `congr_fun` transfers this to $q^2J(q)$.

In this isotropic, head-only model, an RPA calculation therefore cannot evaluate the $q=0$ point by substitution, although the integral over a small ball around it is finite. Carrier collisions, which give the usual Drude response its damping, are left out of the model, as are interband transitions and coupling to other matrix elements.

```lean
/-- For `v > 0`, the head weighted by the three-dimensional factor `q²` is integrable over
`0 < q ≤ Q`. -/
theorem weighted_head_integrable (p : ℝ) {v : ℝ} (hv : 0 < v) (Q : ℝ) :
    IntegrableOn (fun q => q ^ 2 * head p v q) (Ioc 0 Q) := by
  have hc : Continuous (fun q : ℝ =>
      q ^ 2 * (π * (√(p ^ 2 + (v * q) ^ 2) - v * q)) - π * p ^ 2 / (2 * v) * q) := by fun_prop
  refine IntegrableOn.congr_fun hc.integrableOn_Ioc (fun q hq => ?_) measurableSet_Ioc
  have hq0 : 0 < q := hq.1
  simp only [(head_closed_form p hv hq0).2]
  field_simp

end

end DrudeHead
```

```lean
#print axioms DrudeHead.metallic_head
#print axioms DrudeHead.head_finite_part
#print axioms DrudeHead.weighted_head_integrable
```

```
'DrudeHead.metallic_head' depends on axioms: [propext, Classical.choice, Quot.sound]
'DrudeHead.head_finite_part' depends on axioms: [propext, Classical.choice, Quot.sound]
'DrudeHead.weighted_head_integrable' depends on axioms: [propext, Classical.choice, Quot.sound]
```
